# Closed forms for the one-loop QED vacuum polarization integral below the pair threshold

A virtual fermion pair makes the strength of the electromagnetic interaction depend on the momentum transfer \(q\), and below the threshold \(q^2=4m^2\) for creating a real pair this correction is a real number. The model therefore uses the real logarithm and keeps to \(z=q^2/m^2<4\), where \(m\) is the fermion mass. Units are \(\hbar=c=1\), and spacelike momentum has \(q^2<0\). The integral to evaluate is

\[
F(z)=\int_0^1 x(1-x)\ln\bigl(1-z\,x(1-x)\bigr)\,dx ,
\]

where \(x\) is the Feynman parameter. For \(z<0\), with \(v=\sqrt{1-4/z}\),

\[
6F=v^2-\tfrac83+\tfrac{v(3-v^2)}{2}\ln\frac{v+1}{v-1},
\]

and for \(0<z<4\), with \(w=\sqrt{4/z-1}\),

\[
6F=-w^2-\tfrac83+w(3+w^2)\arctan\frac1w .
\]

Here \(v>1\), so \(v\) is not a particle speed, although the same expression gives one above threshold.

## Running couplings and the Uehling correction

Multiplied by \(\alpha/(3\pi)\), where \(\alpha\) is the fine-structure constant, the spacelike form gives the relative one-loop change that one charged lepton species makes in the running coupling in scattering. In momentum space, this momentum-dependent relative change times the Coulomb potential of a nucleus is the Uehling correction; an atomic structure code that works in position space needs the Fourier transform of that product. The closed form can replace a quadrature over \(x\) at each momentum, or serve as a reference value for one.

Small \(|z|\) needs care. Expanding the logarithm in the integral gives \(F(z)\approx -z/30\), while the closed forms reach this small number by cancelling terms of order \(1/|z|\). In floating point a series is safer there. This expansion is ordinary asymptotics added for the programmer, not a checked result.

## From the Feynman integral to a logarithm or an arctangent

Write \(y=x(1-x)\) and \(D=1-zy\). On \([0,1]\) we have \(0\le y\le\frac14\), so \(D\geq1\) for \(z\le0\) and \(D\ge1-z/4>0\) for \(0<z<4\).

Take \(P=3x^2-2x^3-\frac12\), for which \(P'=6y\). Since \(D=1\) at both end points, the boundary term vanishes, and with \(D'=-z(1-2x)\)

\[
6F=-\int_0^1\frac{P D'}{D}\,dx=z\int_0^1\frac{P(1-2x)}{D}\,dx .
\]

Now \(P=-\frac12(1-2x)(1+2y)\) and \((1-2x)^2=1-4y\). For \(z\neq0\), substituting \(y=(1-D)/z\) and dividing by \(D\) gives

\[
\frac{zP(1-2x)}{D}=-4y-1-\frac4z+\frac{C}{D},\qquad C=\frac{(4-z)(2+z)}{2z}.
\]

Because \(\int_0^1 y\,dx=\frac16\),

\[
6F=-\frac53-\frac4z+C\,K,\qquad K=\int_0^1\frac{dx}{D}.
\]

**Spacelike momentum.** From \(z(1-v^2)=4\),

\[
D=\frac{(v-1+2x)(v+1-2x)}{v^2-1}.
\]

Partial fractions give

\[
K=\frac{v^2-1}{4v}\Bigl[\ln(v-1+2x)-\ln(v+1-2x)\Bigr]_0^1
=\frac{v^2-1}{2v}\ln\frac{v+1}{v-1}.
\]

Also \(4/z=1-v^2\) and \(C=v^2(3-v^2)/(v^2-1)\). Insertion gives the first closed form.

**Timelike momentum below threshold.** From \(z(1+w^2)=4\), \(D=\bigl(w^2+(1-2x)^2\bigr)/(1+w^2)\), so

\[
K=-\frac{1+w^2}{2w}\Bigl[\arctan\frac{1-2x}{w}\Bigr]_0^1=\frac{1+w^2}{w}\arctan\frac1w .
\]

With \(4/z=1+w^2\) and \(C=w^2(3+w^2)/(1+w^2)\), the second form follows.

**Threshold.** As \(z\) rises to 4, \(w\) tends to 0 while the arctangent stays bounded. Hence \(6F\to-\frac83\) and \(F\to-\frac49\).

**Polarization function.** Let \(\alpha\) be the fine-structure constant. The on-shell subtracted function is

\[
\hat\Pi(q^2)=-\frac{2\alpha}{\pi}\int_0^1x(1-x)\ln\frac{m^2}{m^2-x(1-x)q^2}\,dx .
\]

At \(q^2=-Q^2\) the logarithm is \(-\ln D\) with \(z=-Q^2/m^2\). Therefore \(\hat\Pi(-Q^2)=(2\alpha/\pi)F(-Q^2/m^2)\), which is \(\alpha/(3\pi)\) times the first closed form, with \(v=\sqrt{1+4m^2/Q^2}\).

## The Lean source

```lean
import Mathlib

open Filter Topology

namespace VacuumPolarization

noncomputable section

/-- The one-loop vacuum polarization integral `F(z)` at `z = q²/m²`, for `z` below the pair
threshold `4`. -/
def vacPol (z : ℝ) : ℝ :=
  ∫ x in (0:ℝ)..1, x * (1 - x) * Real.log (1 - z * (x * (1 - x)))

/-- The scalar integral of the inverse Feynman denominator, for `z = q²/m²` below the pair
threshold `4`. -/
def bubble (z : ℝ) : ℝ :=
  ∫ x in (0:ℝ)..1, 1 / (1 - z * (x * (1 - x)))

/-- The on-shell subtracted one-loop polarization function of QED with coupling `α`, fermion mass
`m ≠ 0` and squared momentum `q2 < 4 m²`. -/
def piHat (α m q2 : ℝ) : ℝ :=
  -(2 * α / Real.pi) *
    ∫ x in (0:ℝ)..1, x * (1 - x) * Real.log (m ^ 2 / (m ^ 2 - x * (1 - x) * q2))

/-- Below the pair threshold the Feynman denominator is positive for every Feynman parameter
in `[0, 1]`. -/
theorem den_pos {z x : ℝ} (hz : z < 4) (hx : x ∈ Set.uIcc (0:ℝ) 1) :
    0 < 1 - z * (x * (1 - x)) := by
  rw [Set.uIcc_of_le zero_le_one] at hx
  have hy : 0 ≤ x * (1 - x) := mul_nonneg hx.1 (by linarith [hx.2])
  rcases hy.eq_or_lt with h | h
  · rw [← h]; norm_num
  · nlinarith [mul_pos (sub_pos.2 hz) h, sq_nonneg (2 * x - 1)]

/-- Below the pair threshold the inverse Feynman denominator is integrable over `[0, 1]`. -/
theorem bubble_integrable {z : ℝ} (hz : z < 4) :
    IntervalIntegrable (fun x : ℝ => 1 / (1 - z * (x * (1 - x)))) MeasureTheory.volume 0 1 := by
  have hc : Continuous (fun x : ℝ => 1 - z * (x * (1 - x))) := by fun_prop
  exact (continuousOn_const.div hc.continuousOn
    (fun x hx => (den_pos hz hx).ne')).intervalIntegrable

/-- Integration by parts reduces the vacuum polarization integral to the scalar integral, for
nonzero `z` below the pair threshold. -/
theorem vacPol_reduction {z : ℝ} (hz : z < 4) (h0 : z ≠ 0) :
    6 * vacPol z = -5 / 3 - 4 / z + (4 - z) * (2 + z) / (2 * z) * bubble z := by
  obtain ⟨G, hG⟩ : ∃ G : ℝ → ℝ, G = fun x =>
      (x * x * (3 - 2 * x) - 1 / 2) * Real.log (1 - z * (x * (1 - x)))
        + x * (x * (4 / 3 * x - 2) - (1 + 4 / z)) := ⟨_, rfl⟩
  -- `G` is an antiderivative of the difference of the two integrands
  have hder : ∀ x ∈ Set.uIcc (0:ℝ) 1, HasDerivAt G
      (6 * (x * (1 - x) * Real.log (1 - z * (x * (1 - x))))
        - (4 - z) * (2 + z) / (2 * z) * (1 / (1 - z * (x * (1 - x))))) x := by
    intro x hx
    have hne := (den_pos hz hx).ne'
    have hi := hasDerivAt_id' x
    have hD : HasDerivAt (fun x : ℝ => 1 - z * (x * (1 - x))) (-(z * (1 - 2 * x))) x :=
      (((hi.fun_mul (hi.const_sub 1)).const_mul z).const_sub 1).congr_deriv (by ring)
    have hP : HasDerivAt (fun x : ℝ => x * x * (3 - 2 * x) - 1 / 2) (6 * x * (1 - x)) x :=
      (((hi.fun_mul hi).fun_mul ((hi.const_mul 2).const_sub 3)).sub_const (1 / 2)).congr_deriv
        (by ring)
    have hQ : HasDerivAt (fun x : ℝ => x * (x * (4 / 3 * x - 2) - (1 + 4 / z)))
        (4 * x * x - 4 * x - (1 + 4 / z)) x :=
      (hi.fun_mul ((hi.fun_mul ((hi.const_mul (4 / 3)).sub_const 2)).sub_const
        (1 + 4 / z))).congr_deriv (by ring)
    have hpoly : (x * x * (3 - 2 * x) - 1 / 2) * (-(z * (1 - 2 * x)))
        + (4 * x * x - 4 * x - (1 + 4 / z)) * (1 - z * (x * (1 - x)))
        + (4 - z) * (2 + z) / (2 * z) = 0 := by
      field_simp
      ring
    have hr := mul_inv_cancel₀ hne
    rw [hG]
    refine ((hP.fun_mul (hD.log hne)).fun_add hQ).congr_deriv ?_
    linear_combination (1 - z * (x * (1 - x)))⁻¹ * hpoly
      - (4 * x * x - 4 * x - (1 + 4 / z)) * hr
  have hc : Continuous (fun x : ℝ => 1 - z * (x * (1 - x))) := by fun_prop
  have hx : Continuous (fun x : ℝ => x * (1 - x)) := by fun_prop
  have hf : IntervalIntegrable (fun x : ℝ => x * (1 - x) * Real.log (1 - z * (x * (1 - x))))
      MeasureTheory.volume 0 1 :=
    (hx.continuousOn.mul (hc.continuousOn.log
      (fun x hx => (den_pos hz hx).ne'))).intervalIntegrable
  have hk := bubble_integrable hz
  have e := intervalIntegral.integral_eq_sub_of_hasDerivAt hder
    ((hf.const_mul 6).sub (hk.const_mul ((4 - z) * (2 + z) / (2 * z))))
  rw [intervalIntegral.integral_sub (hf.const_mul 6) (hk.const_mul _),
    intervalIntegral.integral_const_mul, intervalIntegral.integral_const_mul] at e
  -- the logarithm vanishes at both end points
  have l1 : Real.log (1 - z * (1 * (1 - 1))) = 0 := by simp
  have l0 : Real.log (1 - z * (0 * (1 - 0))) = 0 := by simp
  have hb : G 1 - G 0 = -5 / 3 - 4 / z := by
    simp only [hG, l1, l0]
    ring
  unfold vacPol bubble
  linear_combination e + hb

/-- For spacelike momentum, `z < 0`, the variable `v = √(1 - 4/z)` exceeds one and satisfies
`z (1 - v²) = 4`. -/
theorem spacelike_variable {z v : ℝ} (hz : z < 0) (hv : v = Real.sqrt (1 - 4 / z)) :
    1 < v ∧ z * (1 - v ^ 2) = 4 := by
  have h : 4 / z < 0 := div_neg_of_pos_of_neg (by norm_num) hz
  have hz0 := hz.ne
  constructor
  · rw [hv]
    exact (Real.lt_sqrt zero_le_one).2 (by linarith)
  · rw [hv, Real.sq_sqrt (by linarith)]
    field_simp
    ring

/-- For `0 < z < 4` the variable `w = √(4/z - 1)` is positive and satisfies `z (1 + w²) = 4`. -/
theorem timelike_variable {z w : ℝ} (h0 : 0 < z) (h4 : z < 4)
    (hw : w = Real.sqrt (4 / z - 1)) : 0 < w ∧ z * (1 + w ^ 2) = 4 := by
  have h : 1 < 4 / z := (one_lt_div h0).2 h4
  constructor
  · rw [hw]
    exact Real.sqrt_pos.2 (by linarith)
  · rw [hw, Real.sq_sqrt (by linarith)]
    field_simp
    ring

/-- Closed form of the vacuum polarization integral for spacelike momentum, `z < 0`. -/
theorem vacPol_spacelike {z v : ℝ} (hz : z < 0) (hv : v = Real.sqrt (1 - 4 / z)) :
    6 * vacPol z = v ^ 2 - 8 / 3 + v * (3 - v ^ 2) / 2 * Real.log ((v + 1) / (v - 1)) := by
  obtain ⟨h1, hzv⟩ := spacelike_variable hz hv
  have hz4 : z < 4 := by linarith
  have hz0 := hz.ne
  have hv0 : v ≠ 0 := by linarith
  have hs : v ^ 2 - 1 ≠ 0 := by nlinarith
  -- the scalar integral is a difference of logarithms
  have hder : ∀ x ∈ Set.uIcc (0:ℝ) 1, HasDerivAt
      (fun x : ℝ => (v ^ 2 - 1) / (4 * v) *
        (Real.log (v - 1 + 2 * x) - Real.log (v + 1 - 2 * x)))
      (1 / (1 - z * (x * (1 - x)))) x := by
    intro x hx
    have hD := (den_pos hz4 hx).ne'
    rw [Set.uIcc_of_le zero_le_one] at hx
    have ha : v - 1 + 2 * x ≠ 0 := by linarith [hx.1]
    have hb : v + 1 - 2 * x ≠ 0 := by linarith [hx.2]
    have hi := (hasDerivAt_id' x).const_mul 2
    refine ((((hi.const_add (v - 1)).log ha).fun_sub
      ((hi.const_sub (v + 1)).log hb)).const_mul ((v ^ 2 - 1) / (4 * v))).congr_deriv ?_
    have hab : (v - 1 + 2 * x) + (v + 1 - 2 * x) = 2 * v := by ring
    have hm : (1 - z * (x * (1 - x))) * (v ^ 2 - 1) = (v - 1 + 2 * x) * (v + 1 - 2 * x) := by
      linear_combination (x * (1 - x)) * hzv
    generalize 1 - z * (x * (1 - x)) = D at hD hm ⊢
    generalize v - 1 + 2 * x = a at ha hab hm ⊢
    generalize v + 1 - 2 * x = b at hb hab hm ⊢
    have hsum : 2 * 1 / a - -(2 * 1) / b = 2 * (a + b) / (a * b) := by
      field_simp
      ring
    rw [hsum, hab, ← hm]
    field_simp
    ring
  have hK : bubble z = (v ^ 2 - 1) / (2 * v) * Real.log ((v + 1) / (v - 1)) := by
    unfold bubble
    rw [intervalIntegral.integral_eq_sub_of_hasDerivAt hder (bubble_integrable hz4),
      Real.log_div (by linarith) (by linarith),
      show v - 1 + 2 * 1 = v + 1 by ring, show v + 1 - 2 * 1 = v - 1 by ring,
      show v - 1 + 2 * 0 = v - 1 by ring, show v + 1 - 2 * 0 = v + 1 by ring]
    ring
  have hq : 4 / z = 1 - v ^ 2 := by
    rw [div_eq_iff hz0]; linarith
  have hc : (4 - z) * (2 + z) / (2 * z) * ((v ^ 2 - 1) / (2 * v)) = v * (3 - v ^ 2) / 2 := by
    have h : (-(v ^ 2 * z)) * (2 + z) / (2 * z) * ((v ^ 2 - 1) / (2 * v))
        = -v * ((2 + z) * (v ^ 2 - 1)) / 4 := by
      field_simp
      ring
    rw [show 4 - z = -(v ^ 2 * z) by linarith, h]
    linear_combination (v / 4) * hzv
  rw [vacPol_reduction hz4 hz0, hK, hq, ← mul_assoc, hc]
  ring

/-- Closed form of the vacuum polarization integral for timelike momentum below the pair
threshold, `0 < z < 4`. -/
theorem vacPol_timelike {z w : ℝ} (h0 : 0 < z) (h4 : z < 4)
    (hw : w = Real.sqrt (4 / z - 1)) :
    6 * vacPol z = -w ^ 2 - 8 / 3 + w * (3 + w ^ 2) * Real.arctan (1 / w) := by
  obtain ⟨hwp, hzw⟩ := timelike_variable h0 h4 hw
  have hz0 := h0.ne'
  have hw0 := hwp.ne'
  have hs : 1 + w ^ 2 ≠ 0 := by positivity
  -- the scalar integral is an arctangent
  have hder : ∀ x ∈ Set.uIcc (0:ℝ) 1, HasDerivAt
      (fun x : ℝ => -(1 + w ^ 2) / (2 * w) * Real.arctan ((1 - 2 * x) / w))
      (1 / (1 - z * (x * (1 - x)))) x := by
    intro x hx
    have hD := (den_pos h4 hx).ne'
    have hi := (((hasDerivAt_id' x).const_mul 2).const_sub 1).div_const w
    refine (hi.arctan.const_mul (-(1 + w ^ 2) / (2 * w))).congr_deriv ?_
    have hu : ((1 - 2 * x) / w) ^ 2 * w ^ 2 = (1 - 2 * x) ^ 2 := by
      rw [div_pow, div_mul_cancel₀ _ (pow_ne_zero 2 hw0)]
    have h1 : 1 + ((1 - 2 * x) / w) ^ 2 = (1 + w ^ 2) * (1 - z * (x * (1 - x))) / w ^ 2 := by
      rw [eq_div_iff (pow_ne_zero 2 hw0)]
      linear_combination hu + (x * (1 - x)) * hzw
    rw [h1]
    generalize 1 - z * (x * (1 - x)) = D at hD ⊢
    field_simp
  have hK : bubble z = (1 + w ^ 2) / w * Real.arctan (1 / w) := by
    unfold bubble
    rw [intervalIntegral.integral_eq_sub_of_hasDerivAt hder (bubble_integrable h4),
      show (1 - 2 * 1) / w = -(1 / w) by ring, show (1 - 2 * 0) / w = 1 / w by ring,
      Real.arctan_neg]
    ring
  have hq : 4 / z = 1 + w ^ 2 := by
    rw [div_eq_iff hz0]; linarith
  have hc : (4 - z) * (2 + z) / (2 * z) * ((1 + w ^ 2) / w) = w * (3 + w ^ 2) := by
    have h : (w ^ 2 * z) * (2 + z) / (2 * z) * ((1 + w ^ 2) / w)
        = w * ((2 + z) * (1 + w ^ 2)) / 2 := by
      field_simp
    rw [show 4 - z = w ^ 2 * z by linarith, h]
    linear_combination (w / 2) * hzw
  rw [vacPol_reduction h4 hz0, hK, hq, ← mul_assoc, hc]
  ring

/-- As `z` approaches the pair threshold `4` from below, the vacuum polarization integral tends
to `-4/9`. -/
theorem vacPol_threshold : Tendsto vacPol (𝓝[<] 4) (𝓝 (-4 / 9)) := by
  have hc : ContinuousAt (fun z : ℝ => Real.sqrt (4 / z - 1)) 4 :=
    ((continuousAt_const.div continuousAt_id (by norm_num)).sub continuousAt_const).sqrt
  have e : Real.sqrt ((4:ℝ) / 4 - 1) = 0 := by norm_num
  have hw : Tendsto (fun z : ℝ => Real.sqrt (4 / z - 1)) (𝓝[<] 4) (𝓝 0) := by
    simpa only [e] using hc.tendsto.mono_left nhdsWithin_le_nhds
  have hp : Tendsto (fun w : ℝ => (w ^ 2 + 2 * (w * (3 + w ^ 2))) / 6) (𝓝 0) (𝓝 0) :=
    Continuous.tendsto' (by fun_prop) 0 0 (by norm_num)
  -- the arctangent is bounded and its prefactor vanishes
  have h0 : Tendsto (fun z => vacPol z + 4 / 9) (𝓝[<] 4) (𝓝 0) := by
    refine squeeze_zero_norm' ?_ (hp.comp hw)
    filter_upwards [Ioo_mem_nhdsLT (show (0:ℝ) < 4 by norm_num)] with z hz
    have h := vacPol_timelike hz.1 hz.2 rfl
    have hpos := (timelike_variable hz.1 hz.2 rfl).1
    show |vacPol z + 4 / 9| ≤ (Real.sqrt (4 / z - 1) ^ 2
      + 2 * (Real.sqrt (4 / z - 1) * (3 + Real.sqrt (4 / z - 1) ^ 2))) / 6
    generalize Real.sqrt (4 / z - 1) = w at h hpos ⊢
    have hq : 0 ≤ w * (3 + w ^ 2) := by positivity
    have hu : 0 ≤ 2 - Real.arctan (1 / w) := by
      linarith [Real.arctan_lt_pi_div_two (1 / w), Real.pi_le_four]
    have hl : 0 ≤ 2 + Real.arctan (1 / w) := by
      linarith [Real.neg_pi_div_two_lt_arctan (1 / w), Real.pi_le_four]
    rw [abs_le]
    constructor <;> nlinarith [mul_nonneg hq hu, mul_nonneg hq hl, sq_nonneg w]
  have h1 := h0.add_const (-4 / 9 : ℝ)
  rw [zero_add] at h1
  exact h1.congr (fun z => by ring)

/-- Closed form of the QED polarization function at spacelike momentum `q² = -Q²`, for nonzero
`Q` and nonzero fermion mass `m`. -/
theorem piHat_spacelike {α m Q v : ℝ} (hm : m ≠ 0) (hQ : Q ≠ 0)
    (hv : v = Real.sqrt (1 + 4 * m ^ 2 / Q ^ 2)) :
    piHat α m (-Q ^ 2) = α / (3 * Real.pi) *
      (v ^ 2 - 8 / 3 + v * (3 - v ^ 2) / 2 * Real.log ((v + 1) / (v - 1))) := by
  have hm2 : m ^ 2 ≠ 0 := pow_ne_zero 2 hm
  have hz : -(Q ^ 2 / m ^ 2) < 0 := neg_lt_zero.2 (by positivity)
  have hv' : v = Real.sqrt (1 - 4 / (-(Q ^ 2 / m ^ 2))) := by
    rw [hv, div_neg, sub_neg_eq_add, div_div_eq_mul_div]
  -- pull the mass out of the logarithm
  have hlog : ∀ x : ℝ, x * (1 - x) * Real.log (m ^ 2 / (m ^ 2 - x * (1 - x) * (-Q ^ 2)))
      = -1 * (x * (1 - x) * Real.log (1 - -(Q ^ 2 / m ^ 2) * (x * (1 - x)))) := by
    intro x
    have hd : m ^ 2 / (m ^ 2 - x * (1 - x) * (-Q ^ 2))
        = (1 - -(Q ^ 2 / m ^ 2) * (x * (1 - x)))⁻¹ := by
      have hf : m ^ 2 - x * (1 - x) * (-Q ^ 2)
          = m ^ 2 * (1 - -(Q ^ 2 / m ^ 2) * (x * (1 - x))) := by
        have hc : m ^ 2 * (Q ^ 2 / m ^ 2) = Q ^ 2 := mul_div_cancel₀ _ hm2
        linear_combination (-(x * (1 - x))) * hc
      rw [hf, div_eq_mul_inv, mul_inv, ← mul_assoc, mul_inv_cancel₀ hm2, one_mul]
    rw [hd, Real.log_inv]
    ring
  have hF : piHat α m (-Q ^ 2) = 2 * α / Real.pi * vacPol (-(Q ^ 2 / m ^ 2)) := by
    unfold piHat vacPol
    simp_rw [hlog]
    rw [intervalIntegral.integral_const_mul]
    ring
  rw [hF, ← vacPol_spacelike hz hv']
  ring

end

end VacuumPolarization
```

```lean
#print axioms VacuumPolarization.vacPol_threshold
#print axioms VacuumPolarization.piHat_spacelike
```

```
'VacuumPolarization.vacPol_threshold' depends on axioms: [propext, Classical.choice, Quot.sound]
'VacuumPolarization.piHat_spacelike' depends on axioms: [propext, Classical.choice, Quot.sound]
```

## What is established, and for which momenta

`vacPol z` is \(F(z)\), `bubble z` is \(K\), and `piHat α m q2` is \(\hat\Pi(q^2)\). The name `bubble` here means the finite integral of \(1/D\), not the divergent four-dimensional scalar bubble \(B_0\).

- `vacPol_spacelike` and `vacPol_timelike` state the two closed forms for every real \(z<0\) and every \(0<z<4\). The hypotheses `hv` and `hw` only define \(v\) and \(w\).
- `vacPol_threshold` states the limit from below, written `𝓝[<] 4`.
- `piHat_spacelike` requires \(m\ne0\) and \(Q\ne0\). The nonzero mass sets the momentum scale and permits subtraction at \(q^2=0\). The coupling `α` may be any real number.

The proof follows the derivation closely. `den_pos` supplies \(D>0\), and `bubble_integrable` obtains integrability of \(1/D\) from continuity. In `vacPol_reduction`, the function `G` packages the integration by parts as one antiderivative of \(6y\ln D-C/D\); `hpoly` is the polynomial division, and the fundamental theorem of calculus gives the integral. `spacelike_variable` and `timelike_variable` provide the relations between \(z\) and \(v\) or \(w\). In each closed-form theorem, `hder` checks the antiderivative of \(1/D\), `hK` evaluates \(K\), and `hc` simplifies its coefficient. The threshold proof squeezes \(|F+\frac49|\) below \((w^2+2w(3+w^2))/6\), using \(|\arctan|<\pi/2\le2\). In `piHat_spacelike`, `hlog` extracts the mass from the logarithm.

The step to physical QED that remains is the identification of `piHat` with the renormalised loop diagram: the Feynman-parameter integral is taken as a definition. Above threshold the amplitude acquires an imaginary part, which the real-valued `vacPol` cannot represent; Lean's real logarithm uses \(\ln|x|\) for negative arguments. Higher loops and rounding errors need separate treatment.
